# Electron flow at nonzero wavevector: with positive harmonic decay rates, every odd truncation of the steady transverse-current relaxation rate lies below every even one

I drive a steady electron flow transverse to its wavevector and want the effective relaxation rate of the current, meaning drive divided by current. If I keep only the current itself, harmonic 1 of the angular distribution, this rate is $R_1=g_1$. Keeping harmonic 2 as well gives the viscous correction, $R_2=g_1+c/g_2$, where $g_n$ is the decay rate of harmonic $n$ and $c>0$ measures the coupling between neighbouring harmonics at my wavevector. Harmonic 3 then takes part of that correction back:
$$R_3=g_1+\frac{c}{g_2+c/g_3},\qquad R_1<R_3<R_2 .$$
With $c$ and all rates set to 1, I get $1,\,2,\,3/2,\,5/3,\dots$ But my real rates $g_n$ jump up and down with $n$. Can a later truncation still escape the interval between two earlier neighbours, or may I use that interval as an error bar?

## Each added level reverses the inequality

No later truncation escapes, however irregular the positive rates are. If the rates also have a common positive lower bound, the truncations converge and the interval contains their limit.

**The fraction.** Take steady, linear flow in two dimensions with a circular Fermi surface, speed $v$ and wavevector $k\neq0$. The current is transverse to the wavevector, so the density, harmonic 0, does not couple to it. Let $f_m$ be the amplitude of $\sin m\theta$, with the angle $\theta$ measured from the wavevector. For $m\ge2$ these amplitudes obey
$$g_mf_m+\tfrac{ivk}{2}(f_{m-1}+f_{m+1})=0 .$$
Suppose harmonic $m+1$ has already been eliminated, with effective rate $r$, so that $f_{m+1}=-\tfrac{ivk}{2}f_m/r$. Substitution turns $g_m$ into $g_m+c/r$, with $c=(vk/2)^2$. The current equation is $g_1f_1+\tfrac{ivk}{2}f_2=F$ with a steady drive $F$, and the same substitution turns it into $(g_1+c/r)f_1=F$. The bracket is the effective rate of the current. It is not in general the rate at which the current decays in time once the drive is switched off. Write $r_{m,n}$ for the rate of harmonic $m$ when $n$ higher harmonics are kept:
$$r_{m,0}=g_m,\qquad r_{m,n+1}=g_m+\frac{c}{r_{m+1,n}},\qquad R_N=r_{1,N-1}.$$
All these rates are positive, by induction on $n$.

**The ordering.** For $p<n$, the claim is that $r_{m,p}<r_{m,n}$ if $p$ is even and $r_{m,p}>r_{m,n}$ if $p$ is odd. For $p=0$, the difference $r_{m,n}-g_m=c/r_{m+1,n-1}$ is positive. For the step from $p$ to $p+1<n$, compare $r_{m+1,p}$ with $r_{m+1,n-1}$, which the induction hypothesis orders. Since $x\mapsto g_m+c/x$ is decreasing for $x>0$, the order reverses, as does the parity.

At $m=1$ this gives $R_1<R_3<\cdots$ and $R_2>R_4>\cdots$. To compare an odd truncation with an even one, apply the claim to the shorter of the two: an odd $R_N$ lies below everything longer, an even one above.

**The limit.** Now let $g_n\ge\gamma>0$ for all $n\ge1$, and put $q=c/(c+\gamma^2)<1$. For $a,x,y\ge\gamma$, use $c/(a+c/x)=cx/(c+ax)$ to get
$$\frac{c}{a+c/x}-\frac{c}{a+c/y}=\frac{c^2(x-y)}{(c+ax)(c+ay)} .$$
As $ax,ay\ge\gamma^2$, the absolute value is at most $q^2|x-y|$. The claim
$$|r_{m,n+1}-r_{m,n}|\le\frac{c}{\gamma}\,q^n$$
then follows in steps of two. For $n=0$ the difference is $c/g_{m+1}\le c/\gamma$. For $n=1$, with $a=g_{m+1}$ and $b=g_{m+2}$, it is
$$\frac{cb}{c+ab}-\frac ca=-\frac{c}{a}\,\frac{c}{c+ab},$$
of size at most $(c/\gamma)q$. Going from $n$ to $n+2$ contributes the factor $q^2$.

The steps are bounded by a geometric series, so $R_N$ converges to some $L$. Every later odd truncation is below every even one, and the bounds on $L$ are strict because $R_{2j+1}<R_{2j+3}\le L\le R_{2k+4}<R_{2k+2}$.

```lean
import Mathlib

open Filter

namespace AngularHarmonicTruncation

/-- Effective relaxation rate of angular harmonic `m` when `n` higher harmonics are kept:
`g m + c / (g (m+1) + c / (... + c / g (m+n)))`. The domain is `c > 0` and positive rates.
The current is harmonic `1`, so the truncation `R_N` with `N = n + 1` is `relax c g 1 n`. -/
noncomputable def relax (c : ℝ) (g : ℕ → ℝ) : ℕ → ℕ → ℝ
  | m, 0 => g m
  | m, n + 1 => g m + c / relax c g (m + 1) n

/-- For positive coupling and positive rates of the harmonics from the first on, the effective
relaxation rate of each of these harmonics is positive, however many higher ones are kept. -/
theorem relax_pos {c : ℝ} {g : ℕ → ℝ} (hc : 0 < c) (hg : ∀ n, 1 ≤ n → 0 < g n)
    (n m : ℕ) (hm : 1 ≤ m) : 0 < relax c g m n := by
  induction n generalizing m with
  | zero => exact hg m hm
  | succ n ih =>
    have h1 := ih (m + 1) (by omega)
    have h2 := hg m hm
    simp only [relax]
    positivity

/-- For positive coupling, a larger positive relaxation rate of the next harmonic gives a
smaller effective rate of the present one. -/
theorem feedback_lt {c x y : ℝ} (a : ℝ) (hc : 0 < c) (hx : 0 < x) (hxy : x < y) :
    a + c / y < a + c / x := by
  have h := div_lt_div_of_pos_left hc hx hxy
  linarith

/-- For positive coupling and rates, compare a truncation keeping `p` higher harmonics with
one keeping more: it is the smaller of the two if `p` is even and the larger if `p` is odd. -/
theorem relax_compare {c : ℝ} {g : ℕ → ℝ} (hc : 0 < c) (hg : ∀ n, 1 ≤ n → 0 < g n)
    (p : ℕ) : ∀ m n, 1 ≤ m → p < n →
      (Even p → relax c g m p < relax c g m n) ∧
      (Odd p → relax c g m n < relax c g m p) := by
  induction p with
  | zero =>
    intro m n hm hn
    obtain ⟨k, rfl⟩ : ∃ k, n = k + 1 := ⟨n - 1, by omega⟩
    have h := div_pos hc (relax_pos hc hg k (m + 1) (by omega))
    refine ⟨fun _ => ?_, fun ho => ?_⟩
    · simp only [relax]
      linarith
    · obtain ⟨r, hr⟩ := ho
      omega
  | succ p ih =>
    intro m n hm hn
    obtain ⟨k, rfl⟩ : ∃ k, n = k + 1 := ⟨n - 1, by omega⟩
    -- one more level of the fraction reverses the order
    obtain ⟨he, ho⟩ := ih (m + 1) k (by omega) (by omega)
    simp only [relax]
    constructor
    · rintro ⟨r, hr⟩
      exact feedback_lt _ hc (relax_pos hc hg k (m + 1) (by omega))
        (ho ⟨r - 1, by omega⟩)
    · rintro ⟨r, hr⟩
      exact feedback_lt _ hc (relax_pos hc hg p (m + 1) (by omega))
        (he ⟨r, by omega⟩)

/-- For positive coupling and rates, the truncations `R_1, R_3, R_5, ...` of the current
relaxation increase strictly, `R_2, R_4, ...` decrease strictly, and every odd truncation
lies below every even one. -/
theorem truncations_interlace {c : ℝ} {g : ℕ → ℝ} (hc : 0 < c)
    (hg : ∀ n, 1 ≤ n → 0 < g n) :
    StrictMono (fun j : ℕ => relax c g 1 (2 * j)) ∧
    StrictAnti (fun j : ℕ => relax c g 1 (2 * j + 1)) ∧
    ∀ j k : ℕ, relax c g 1 (2 * j) < relax c g 1 (2 * k + 1) := by
  refine ⟨fun i j hij => ?_, fun i j hij => ?_, fun j k => ?_⟩
  · exact (relax_compare hc hg (2 * i) 1 (2 * j) le_rfl (by omega)).1 ⟨i, by omega⟩
  · exact (relax_compare hc hg (2 * i + 1) 1 (2 * j + 1) le_rfl (by omega)).2 ⟨i, rfl⟩
  · rcases lt_or_ge (2 * j) (2 * k + 1) with h | h
    · exact (relax_compare hc hg (2 * j) 1 _ le_rfl h).1 ⟨j, by omega⟩
    · exact (relax_compare hc hg (2 * k + 1) 1 (2 * j) le_rfl (by omega)).2 ⟨k, rfl⟩

/-- The feedback of a harmonic with rate `a`, itself coupled to one with effective rate
`z > 0`, written as a single fraction. -/
theorem feedback_eq (c a : ℝ) {z : ℝ} (hz : 0 < z) :
    c / (a + c / z) = c * z / (c + a * z) := by
  have h : a + c / z = (c + a * z) / z := by
    rw [eq_div_iff hz.ne', add_mul, div_mul_cancel₀ _ hz.ne']
    ring
  rw [h, div_div_eq_mul_div]

/-- If the coupling is positive and all rates are at least `γ > 0`, eliminating two harmonics
shrinks a difference of effective rates at least by the factor `(c / (c + γ²))²`. -/
theorem two_step_contraction {c γ a x y : ℝ} (hc : 0 < c) (hγ : 0 < γ) (ha : γ ≤ a)
    (hx : γ ≤ x) (hy : γ ≤ y) :
    |c / (a + c / x) - c / (a + c / y)| ≤ (c / (c + γ ^ 2)) ^ 2 * |x - y| := by
  have ha0 : 0 < a := hγ.trans_le ha
  have hx0 : 0 < x := hγ.trans_le hx
  have hy0 : 0 < y := hγ.trans_le hy
  have h1 : 0 < c + a * x := by positivity
  have h2 : 0 < c + a * y := by positivity
  have e : c / (a + c / x) - c / (a + c / y)
      = c / (c + a * x) * (c / (c + a * y)) * (x - y) := by
    rw [feedback_eq c a hx0, feedback_eq c a hy0, div_sub_div _ _ h1.ne' h2.ne',
      div_mul_div_comm, div_mul_eq_mul_div]
    congr 1
    ring
  have b : ∀ z, γ ≤ z → c / (c + a * z) ≤ c / (c + γ ^ 2) := fun z hz =>
    div_le_div_of_nonneg_left hc.le (by positivity)
      (by nlinarith [mul_le_mul ha hz hγ.le ha0.le])
  rw [e, abs_mul, abs_of_pos (mul_pos (div_pos hc h1) (div_pos hc h2)),
    sq (c / (c + γ ^ 2))]
  exact mul_le_mul_of_nonneg_right
    (mul_le_mul (b x hx) (b y hy) (by positivity) (by positivity)) (abs_nonneg _)

/-- If the coupling is positive and all rates from the first harmonic on are at least `γ > 0`,
adding one harmonic to `n` higher ones changes the effective rate by at most
`(c / γ) (c / (c + γ²))ⁿ`. -/
theorem truncation_step_le {c γ : ℝ} {g : ℕ → ℝ} (hc : 0 < c) (hγ : 0 < γ)
    (hg : ∀ n, 1 ≤ n → γ ≤ g n) : ∀ n m : ℕ, 1 ≤ m →
      |relax c g m (n + 1) - relax c g m n| ≤ c / γ * (c / (c + γ ^ 2)) ^ n
  | 0, m, hm => by
    have h := hg (m + 1) (by omega)
    show |g m + c / g (m + 1) - g m| ≤ _
    rw [add_sub_cancel_left, abs_of_pos (div_pos hc (hγ.trans_le h)), pow_zero, mul_one]
    exact div_le_div_of_nonneg_left hc.le hγ h
  | 1, m, hm => by
    have ha := hg (m + 1) (by omega)
    have hb := hg (m + 1 + 1) (by omega)
    show |g m + c / (g (m + 1) + c / g (m + 1 + 1)) - (g m + c / g (m + 1))| ≤ _
    generalize g (m + 1) = a at *
    generalize g (m + 1 + 1) = b at *
    have ha0 : 0 < a := hγ.trans_le ha
    have hb0 : 0 < b := hγ.trans_le hb
    have h1 : 0 < c + a * b := by positivity
    have e : c * b / (c + a * b) - c / a = -(c / a * (c / (c + a * b))) := by
      rw [div_sub_div _ _ h1.ne' ha0.ne', div_mul_div_comm, ← neg_div,
        mul_comm a (c + a * b)]
      congr 1
      ring
    rw [add_sub_add_left_eq_sub, feedback_eq c a hb0, e, abs_neg,
      abs_of_pos (mul_pos (div_pos hc ha0) (div_pos hc h1)), pow_one]
    exact mul_le_mul (div_le_div_of_nonneg_left hc.le hγ ha)
      (div_le_div_of_nonneg_left hc.le (by positivity)
        (by nlinarith [mul_le_mul ha hb hγ.le ha0.le])) (by positivity) (by positivity)
  | n + 2, m, hm => by
    have low : ∀ k, γ ≤ relax c g (m + 1 + 1) k := by
      intro k
      have h := hg (m + 1 + 1) (by omega)
      cases k with
      | zero => exact h
      | succ k =>
        have hp := div_pos hc (relax_pos hc (fun i hi => hγ.trans_le (hg i hi)) k
          (m + 1 + 1 + 1) (by omega))
        simp only [relax]
        linarith
    show |g m + c / (g (m + 1) + c / relax c g (m + 1 + 1) (n + 1))
      - (g m + c / (g (m + 1) + c / relax c g (m + 1 + 1) n))| ≤ _
    rw [add_sub_add_left_eq_sub]
    -- two levels of the fraction give two powers of the contraction factor
    refine (two_step_contraction hc hγ (hg (m + 1) (by omega)) (low _) (low _)).trans ?_
    refine (mul_le_mul_of_nonneg_left
      (truncation_step_le hc hγ hg n (m + 1 + 1) (by omega)) (by positivity)).trans_eq ?_
    rw [pow_add]
    ring

/-- If the coupling is positive and all rates from the first harmonic on are at least `γ > 0`,
the truncated current relaxations converge, and the limit lies strictly above every odd
truncation and strictly below every even one. -/
theorem limit_bracketed {c γ : ℝ} {g : ℕ → ℝ} (hc : 0 < c) (hγ : 0 < γ)
    (hg : ∀ n, 1 ≤ n → γ ≤ g n) :
    ∃ L : ℝ, Tendsto (fun n => relax c g 1 n) atTop (nhds L) ∧
      ∀ j k : ℕ, relax c g 1 (2 * j) < L ∧ L < relax c g 1 (2 * k + 1) := by
  have hg0 : ∀ n, 1 ≤ n → 0 < g n := fun n hn => hγ.trans_le (hg n hn)
  have hq : c / (c + γ ^ 2) < 1 := by
    have h : 0 < γ ^ 2 := by positivity
    rw [div_lt_one (by positivity)]
    linarith
  have hcs : CauchySeq (fun n => relax c g 1 n) :=
    cauchySeq_of_le_geometric (c / (c + γ ^ 2)) (c / γ) hq (fun n => by
      rw [dist_comm, Real.dist_eq]
      exact truncation_step_le hc hγ hg n 1 le_rfl)
  obtain ⟨L, hL⟩ := cauchySeq_tendsto_of_complete hcs
  obtain ⟨hodd, heven, -⟩ := truncations_interlace hc hg0
  refine ⟨L, hL, fun j k => ⟨?_, ?_⟩⟩
  · -- the next odd truncation still bounds the limit from below
    refine lt_of_lt_of_le (hodd (Nat.lt_succ_self j)) (ge_of_tendsto hL ?_)
    filter_upwards [eventually_gt_atTop (2 * (j + 1))] with n hn
    exact ((relax_compare hc hg0 (2 * (j + 1)) 1 n le_rfl hn).1 ⟨j + 1, by omega⟩).le
  · refine lt_of_le_of_lt (le_of_tendsto hL ?_) (heven (Nat.lt_succ_self k))
    filter_upwards [eventually_gt_atTop (2 * (k + 1) + 1)] with n hn
    exact ((relax_compare hc hg0 (2 * (k + 1) + 1) 1 n le_rfl hn).2 ⟨k + 1, rfl⟩).le

end AngularHarmonicTruncation
```

```lean
#print axioms AngularHarmonicTruncation.truncations_interlace
#print axioms AngularHarmonicTruncation.limit_bracketed
```

```
'AngularHarmonicTruncation.truncations_interlace' depends on axioms: [propext, Classical.choice, Quot.sound]
'AngularHarmonicTruncation.limit_bracketed' depends on axioms: [propext, Classical.choice, Quot.sound]
```

## What the theorems say about the flow

`relax c g m n` is $r_{m,n}$, with real `c` and a sequence `g` of real rates. The last argument counts the higher harmonics kept, so `relax c g 1 (2 * j)` is $R_{2j+1}$ and `relax c g 1 (2 * k + 1)` is $R_{2k+2}$, with `j` and `k` starting at zero.

`truncations_interlace` assumes `0 < c` and positive rates from harmonic 1 on. Its three parts say that the odd truncations increase strictly (`StrictMono`), the even ones decrease strictly (`StrictAnti`), and each odd one is below each even one. The density rate `g 0` is unrestricted. Positive `g 1` means that momentum decays, for instance through impurities. The theorem does not state the case $g_1=0$ of conserved momentum, but the ordering holds there too, because $g_1$ adds the same constant to every $R_N$.

`limit_bracketed` replaces positivity by the floor `γ ≤ g n`, which stands for a scattering process that damps every harmonic from the current upwards at no less than a fixed rate. It gives an `L` to which the truncations tend, strictly between any odd and any even one. Here too $g_1$ only shifts every $R_N$ and the limit by the same constant, so the conclusion extends to $g_1=0$ if the floor holds from harmonic 2 on. Positivity by itself does not ensure convergence: for $g_n=2^{-n}$ the odd and even sequences have different limits.

The file starts from the continued fraction. The kinetic equation above, and the reading of $L$ as the relaxation rate of the infinite hierarchy, are physical input. Frequency dependence, magnetic fields and collisions that mix harmonics are not covered. Within this linear, steady, single-wavevector model, and with the floor on the rates, two consecutive truncations that set all higher harmonics to zero give a lower and an upper bound on the converged effective rate.

## The same steps in Lean

`relax_pos` is the positivity induction, and `feedback_lt` is the decreasing map. `relax_compare` inducts on `p` while leaving `m` and `n` free, because the induction hypothesis is needed at harmonic `m + 1`; `omega` handles the parities. `truncations_interlace` reads off the first two parts and splits the third according to which truncation is shorter.

`feedback_eq` is the single-fraction identity, and `two_step_contraction` is the $q^2$ bound, where `nlinarith` supplies $\gamma^2\le az$. `truncation_step_le` has the two starting cases and the recursive case `n + 2`. `limit_bracketed` passes the geometric bound to `cauchySeq_of_le_geometric`, obtains `L` by completeness, and gets strictness from the next truncation of the same parity.
